# Static COHSEX with W = v/ε on a finite set of sites is exact exchange divided by ε plus a site-diagonal term

Take two sites, 0 and 1, with an occupied orbital $(3/5, 4/5)$ and an empty one $(-4/5, 3/5)$. Between the sites, their amplitude products are $12/25$ and $-12/25$. With bare interaction $v$ and screened interaction $W$, bare exchange plus half of $W-v$ times the empty-minus-occupied difference gives

$$-\tfrac{12}{25}v_{01}+\tfrac12(W_{01}-v_{01})\left(-\tfrac{24}{25}\right)=-\tfrac{12}{25}W_{01}.$$

The bare interaction has dropped out, and if $W=v/\varepsilon$, what remains is exact exchange times $1/\varepsilon$, the mixing fraction of dielectric-dependent hybrids. I believe this holds for any number of sites and any occupation, up to a term on the site diagonal. Can someone show me the full argument, with a proof that Lean accepts?

## Completeness turns the empty orbitals into a local term

Yes. Let $\varphi_n(i)$ be orthonormal orbitals, as many as there are sites, with occupied set $O$ and $\gamma_{ij}=\sum_{n\in O}\varphi_n(i)\overline{\varphi_n(j)}$. Write $\bar\gamma_{ij}$ for the same sum over the unoccupied orbitals. The static self-energy is

$$\Sigma_{ij}=-\gamma_{ij}v_{ij}+\tfrac12(W_{ij}-v_{ij})(\bar\gamma_{ij}-\gamma_{ij}).$$

Set $A_{mi}=\overline{\varphi_m(i)}$ and $B_{in}=\varphi_n(i)$. Orthonormality says $AB=1$. For square matrices this implies $BA=1$, which is completeness: $\gamma_{ij}+\bar\gamma_{ij}=\delta_{ij}$. Hence $\bar\gamma_{ij}-\gamma_{ij}=\delta_{ij}-2\gamma_{ij}$, and

$$\Sigma_{ij}=-\gamma_{ij}v_{ij}-\gamma_{ij}(W_{ij}-v_{ij})+\tfrac12\delta_{ij}(W_{ii}-v_{ii})=-\gamma_{ij}W_{ij}+\tfrac12\delta_{ij}(W_{ii}-v_{ii}).$$

This is screened exchange plus a Coulomb hole, for any $W$. Inserting $W=v/\varepsilon$ gives

$$\Sigma_{ij}=-\frac{\gamma_{ij}v_{ij}}{\varepsilon}-\tfrac12\delta_{ij}\left(1-\frac1\varepsilon\right)v_{ii}.$$

At $\varepsilon=1$ the hole vanishes and bare exchange returns.

If $v_{ii}=v_0$ on every site, the hole contributes $-\tfrac12(1-1/\varepsilon)v_0\sum_i|\psi(i)|^2$ to the expectation value in a normalized orbital $\psi$. The sum is 1, so this is the same for all such orbitals and cancels in differences, which are $1/\varepsilon$ times those of exact exchange.

Conversely, suppose $\Sigma_{ij}=-\alpha\gamma_{ij}v_{ij}$ for one pair $i\ne j$ with $\gamma_{ij}v_{ij}\ne0$. Comparison with the formula above gives $\alpha=1/\varepsilon$.

## What the Lean statements assume

The finite type `ι` labels both sites and orbitals, so their numbers agree; `φ n i` is $\varphi_n(i)$. `IsOrthonormal` is the only condition on the orbitals; no Hamiltonian enters. `orbitalSum φ O` is $\gamma$, for one spin channel, and `orbitalSum φ Oᶜ` is $\bar\gamma$. `exchange` and `selfEnergy` are the exchange operator and $\Sigma$; `expect` is the expectation value when the orbital is normalized.

The main theorem, `selfEnergy_eq_hybrid`, assumes `ε ≠ 0` and `ε * W i j = v i j` for all pairs. The constant stands for the static electronic dielectric response, applied equally at every distance; in a bulk semiconductor, screening weakens at short range. Here `ε`, `v` and `W` may be complex, and the screening is assumed, not computed from the orbitals.

The static form of $\Sigma$ is a definition. Physically, it neglects orbital energy differences against the excitation energies that produce the screening. The semilocal exchange and correlation of an actual hybrid functional are absent, so the link to hybrids concerns the exact-exchange fraction in this finite, uniformly screened model.

```lean
import Mathlib

open ComplexConjugate

namespace DielectricDependentHybrid

noncomputable section

variable {ι : Type*} [Fintype ι] [DecidableEq ι]

/-- The orbitals `φ n`, as many as there are sites, are orthonormal. -/
def IsOrthonormal (φ : ι → ι → ℂ) : Prop :=
  ∀ m n, ∑ i, conj (φ m i) * φ n i = if m = n then 1 else 0

/-- The sum of `φ n i * conj (φ n j)` over a set `S` of orbitals; for the occupied set it is
the one-particle density matrix `γ`. -/
def orbitalSum (φ : ι → ι → ℂ) (S : Finset ι) (i j : ι) : ℂ :=
  ∑ n ∈ S, φ n i * conj (φ n j)

/-- The exact-exchange operator `-γ i j * v i j` of the occupied set `O`. -/
def exchange (φ : ι → ι → ℂ) (O : Finset ι) (v : ι → ι → ℂ) (i j : ι) : ℂ :=
  -(orbitalSum φ O i j * v i j)

/-- The static self-energy: bare exchange plus half the induced interaction `W - v` times the
unoccupied minus the occupied orbital sum. -/
def selfEnergy (φ : ι → ι → ℂ) (O : Finset ι) (v W : ι → ι → ℂ) (i j : ι) : ℂ :=
  exchange φ O v i j
    + 1 / 2 * (W i j - v i j) * (orbitalSum φ Oᶜ i j - orbitalSum φ O i j)

/-- The sum of `conj (ψ i) * A i j * ψ j` over all `i` and `j`; for a normalized orbital `ψ` it is
the expectation value of the operator `A`. -/
def expect (A : ι → ι → ℂ) (ψ : ι → ℂ) : ℂ :=
  ∑ i, ∑ j, conj (ψ i) * A i j * ψ j

/-- Completeness: for orthonormal orbitals, as many as there are sites, the sum over all
orbitals is the identity. -/
theorem completeness {φ : ι → ι → ℂ} (h : IsOrthonormal φ) (i j : ι) :
    orbitalSum φ Finset.univ i j = if i = j then 1 else 0 := by
  -- orthonormality says that one square matrix is a left inverse of the other
  have hAB : (Matrix.of fun m i => conj (φ m i) : Matrix ι ι ℂ)
      * (Matrix.of fun i n => φ n i : Matrix ι ι ℂ) = 1 := by
    ext m n
    simpa [Matrix.mul_apply, Matrix.one_apply] using h m n
  -- hence it is also a right inverse
  have hBA : (Matrix.of fun i n => φ n i : Matrix ι ι ℂ)
      * (Matrix.of fun m i => conj (φ m i) : Matrix ι ι ℂ) = 1 := mul_eq_one_comm.mp hAB
  have hentry := congrArg (fun M : Matrix ι ι ℂ => M i j) hBA
  simpa [orbitalSum, Matrix.mul_apply, Matrix.one_apply] using hentry

/-- For orthonormal orbitals the unoccupied minus the occupied sum is the identity minus twice
the density matrix. -/
theorem unoccupied_sub_occupied {φ : ι → ι → ℂ} (h : IsOrthonormal φ) (O : Finset ι)
    (i j : ι) :
    orbitalSum φ Oᶜ i j - orbitalSum φ O i j
      = (if i = j then 1 else 0) - 2 * orbitalSum φ O i j := by
  have hsum : orbitalSum φ O i j + orbitalSum φ Oᶜ i j = orbitalSum φ Finset.univ i j :=
    Finset.sum_add_sum_compl O _
  rw [completeness h] at hsum
  linear_combination hsum

/-- For orthonormal orbitals and any screened interaction `W`, the static self-energy is
screened exchange plus a site-diagonal Coulomb hole. -/
theorem screened_exchange_add_coulomb_hole {φ : ι → ι → ℂ} (h : IsOrthonormal φ)
    (O : Finset ι) (v W : ι → ι → ℂ) (i j : ι) :
    selfEnergy φ O v W i j
      = -(orbitalSum φ O i j * W i j)
        + if i = j then 1 / 2 * (W i i - v i i) else 0 := by
  unfold selfEnergy exchange
  rw [unoccupied_sub_occupied h]
  split_ifs with hij
  · subst hij
    ring
  · ring

/-- For orthonormal orbitals and an interaction screened by a nonzero dielectric constant `ε`,
the static self-energy is exact exchange divided by `ε` minus the site-diagonal term
`(1 - 1/ε) v i i / 2`. -/
theorem selfEnergy_eq_hybrid {φ : ι → ι → ℂ} (h : IsOrthonormal φ) (O : Finset ι)
    {v W : ι → ι → ℂ} {ε : ℂ} (hε : ε ≠ 0) (hW : ∀ i j, ε * W i j = v i j) (i j : ι) :
    selfEnergy φ O v W i j
      = -(orbitalSum φ O i j * v i j) / ε
        - if i = j then 1 / 2 * (1 - 1 / ε) * v i i else 0 := by
  have hW' : ∀ i j, W i j = v i j / ε := by
    intro i j
    rw [eq_div_iff hε, mul_comm]
    exact hW i j
  rw [screened_exchange_add_coulomb_hole h]
  simp only [hW']
  split_ifs with hij
  · subst hij
    ring
  · ring

/-- With orthonormal orbitals, screening by a nonzero `ε` and the same on-site repulsion `v₀` on
every site, the self-energy of a normalized orbital `ψ` is `1/ε` times its exact exchange,
minus `(1 - 1/ε) v₀ / 2`. -/
theorem expect_selfEnergy {φ : ι → ι → ℂ} (h : IsOrthonormal φ) (O : Finset ι)
    {v W : ι → ι → ℂ} {ε v₀ : ℂ} (hε : ε ≠ 0) (hW : ∀ i j, ε * W i j = v i j)
    (hv : ∀ i, v i i = v₀) {ψ : ι → ℂ} (hψ : ∑ i, conj (ψ i) * ψ i = 1) :
    expect (selfEnergy φ O v W) ψ
      = 1 / ε * expect (exchange φ O v) ψ - 1 / 2 * (1 - 1 / ε) * v₀ := by
  -- split each term into its exchange part and its Coulomb-hole part
  have hterm : ∀ i j, conj (ψ i) * selfEnergy φ O v W i j * ψ j
      = 1 / ε * (conj (ψ i) * exchange φ O v i j * ψ j)
        - if i = j then 1 / 2 * (1 - 1 / ε) * v₀ * (conj (ψ i) * ψ j) else 0 := by
    intro i j
    rw [selfEnergy_eq_hybrid h O hε hW, hv i]
    unfold exchange
    split_ifs <;> ring
  simp only [expect, hterm, Finset.sum_sub_distrib, ← Finset.mul_sum, Finset.sum_ite_eq,
    Finset.mem_univ, if_true]
  rw [hψ]
  ring

/-- With orthonormal orbitals, screening by a nonzero `ε` and equal on-site repulsion on every
site, the self-energy difference of two normalized orbitals is `1/ε` times their
exact-exchange difference. -/
theorem selfEnergy_difference {φ : ι → ι → ℂ} (h : IsOrthonormal φ) (O : Finset ι)
    {v W : ι → ι → ℂ} {ε v₀ : ℂ} (hε : ε ≠ 0) (hW : ∀ i j, ε * W i j = v i j)
    (hv : ∀ i, v i i = v₀) {ψ χ : ι → ℂ} (hψ : ∑ i, conj (ψ i) * ψ i = 1)
    (hχ : ∑ i, conj (χ i) * χ i = 1) :
    expect (selfEnergy φ O v W) ψ - expect (selfEnergy φ O v W) χ
      = 1 / ε * (expect (exchange φ O v) ψ - expect (exchange φ O v) χ) := by
  rw [expect_selfEnergy h O hε hW hv hψ, expect_selfEnergy h O hε hW hv hχ]
  ring

/-- With orthonormal orbitals and screening by a nonzero `ε`, if the self-energy between two
different sites is a fraction `α` of a nonvanishing exact exchange, then `α = 1/ε`. -/
theorem mixing_fraction_unique {φ : ι → ι → ℂ} (h : IsOrthonormal φ) (O : Finset ι)
    {v W : ι → ι → ℂ} {ε α : ℂ} (hε : ε ≠ 0) (hW : ∀ i j, ε * W i j = v i j)
    {i j : ι} (hij : i ≠ j) (hne : orbitalSum φ O i j * v i j ≠ 0)
    (hα : selfEnergy φ O v W i j = α * exchange φ O v i j) :
    α = 1 / ε := by
  rw [selfEnergy_eq_hybrid h O hε hW, if_neg hij] at hα
  unfold exchange at hα
  apply mul_right_cancel₀ hne
  linear_combination hα

/-- The two orbitals `(3/5, 4/5)` and `(-4/5, 3/5)` of a polar two-site dimer. -/
def dimer : Fin 2 → Fin 2 → ℂ :=
  ![![3 / 5, 4 / 5], ![-4 / 5, 3 / 5]]

/-- The dimer orbitals are orthonormal, and with the first one occupied the density matrix
between the two sites is `12/25`. -/
theorem dimer_witness :
    IsOrthonormal dimer ∧ orbitalSum dimer {0} 0 1 = 12 / 25 := by
  -- the amplitudes are real
  have c3 : conj (3 : ℂ) = 3 := by apply Complex.ext <;> simp
  have c4 : conj (4 : ℂ) = 4 := by apply Complex.ext <;> simp
  have c5 : conj (5 : ℂ) = 5 := by apply Complex.ext <;> simp
  constructor
  · intro m n
    fin_cases m <;> fin_cases n <;>
      simp [dimer, Fin.sum_univ_two, c3, c4, c5] <;> norm_num
  · simp [orbitalSum, dimer, c4, c5]
    norm_num

end

end DielectricDependentHybrid
```

```lean
#print axioms DielectricDependentHybrid.selfEnergy_eq_hybrid
-- 'DielectricDependentHybrid.selfEnergy_eq_hybrid' depends on axioms: [propext, Classical.choice, Quot.sound]
#print axioms DielectricDependentHybrid.selfEnergy_difference
-- 'DielectricDependentHybrid.selfEnergy_difference' depends on axioms: [propext, Classical.choice, Quot.sound]
#print axioms DielectricDependentHybrid.mixing_fraction_unique
-- 'DielectricDependentHybrid.mixing_fraction_unique' depends on axioms: [propext, Classical.choice, Quot.sound]
```

## From the matrix inverse to the mixing fraction

`completeness` writes orthonormality as a matrix product equal to 1, reverses the factors with `mul_eq_one_comm`, and reads off one entry. `unoccupied_sub_occupied` splits the full orbital sum into $O$ and its complement, then solves for the difference.

`screened_exchange_add_coulomb_hole` inserts that difference into $\Sigma$. Its `split_ifs` separates $i=j$ from $i\ne j$, and `ring` does the algebra in each case. `selfEnergy_eq_hybrid` first turns the screening hypothesis into `W i j = v i j / ε`, substitutes this into the preceding theorem, and again treats $i=j$ and $i\ne j$ separately.

In `expect_selfEnergy`, `hterm` separates exchange from hole inside the double sum; the Kronecker delta collapses the hole to a single sum, and `hψ` sets the norm to 1. `selfEnergy_difference` subtracts two such results. `mixing_fraction_unique` compares the two expressions for the off-diagonal element and cancels the nonzero factor $\gamma_{ij}v_{ij}$.

Finally, `dimer_witness` checks that the two-site orbitals are orthonormal and that $\gamma_{01}=12/25$. Any nonzero $v_{01}$ therefore gives a case in which the mixing fraction is fixed.
